# For a finite group, a signed character average pairs each irreducible spatial symmetry with one spin symmetry

An electron permutation acts on the spatial and the spin functions together. When the Hamiltonian does not act on spin, it commutes with each of these two actions separately, so spatial and spin functions can be sorted by their own permutation symmetries. The combined state must change sign under every odd permutation. Which spatial and spin symmetries can be combined, and in how many ways?

## Counting the sign states

Let $G$ be a finite group, $\varepsilon:G\to\{1,-1\}$ a homomorphism, and $\rho,\sigma$ irreducible representations on finite-dimensional complex spaces $V,W$, with characters $\chi_V,\chi_W$. For electrons, $G$ is the group of their permutations, $\varepsilon$ is the parity, and $\rho$ and $\sigma$ are the spatial and the spin symmetry. The twisted dual of $\rho$ acts on functionals $f\in V^*$ by $f\mapsto\varepsilon(g)\,f\circ\rho(g^{-1})$. The claim is that
$$a=\frac1{|G|}\sum_g\varepsilon(g)\chi_V(g)\chi_W(g)$$
is 1 if $\sigma$ is isomorphic to this twisted dual, and 0 otherwise.

**Projector.** Put $T_g=\rho(g)\otimes\sigma(g)$ and $P=|G|^{-1}\sum_h\varepsilon(h)T_h$. Since $\varepsilon(h)=\varepsilon(g)\varepsilon(gh)$, relabelling the sum gives $T_gP=\varepsilon(g)P$, and likewise $PT_g=\varepsilon(g)P$. So every $Pt$ is a sign state, meaning that $T_g$ multiplies it by $\varepsilon(g)$. If $t$ is already a sign state, $Pt=|G|^{-1}\sum_g\varepsilon(g)^2t=t$. Thus $P$ projects onto the sign states, and their dimension is $\operatorname{tr}P=a$, because $\operatorname{tr}T_g=\chi_V(g)\chi_W(g)$.

**Forms.** Let $B(w,v)$ be a nonzero bilinear form with $B(\sigma(g)w,\rho(g)v)=\varepsilon(g)B(w,v)$. Replacing $v$ by $\rho(g^{-1})v$ gives
$$B(\sigma(g)w,v)=\varepsilon(g)B(w,\rho(g^{-1})v).$$
Hence the null space in $W$ is invariant, and by irreducibility it is zero. The same holds in $V$. The dimensions therefore agree, and $w\mapsto B(w,\cdot)$ is a bijection $W\to V^*$. The displayed equation says that it intertwines $\sigma$ with the twisted dual; conversely, any such isomorphism defines a form of this kind.

If $C\neq0$ is another such form, $C^{-1}B$ has an eigenvector $w$ with eigenvalue $\mu$. Then $B-\mu C$ has the null vector $w$, so it vanishes: $B=\mu C$.

**Rank.** Read a functional $F$ on $V\otimes W$ as the bilinear form $(w,v)\mapsto F(v\otimes w)$. For any $F$, the form $F\circ P$ obeys the transformation law above, though it may be zero, and every $F$ that obeys this law satisfies $F\circ P=F$. The transpose of $P$ therefore has rank 1 or 0, according to whether a nonzero form exists. So does $P$, which proves the claim.

For one particle, $G$ is trivial, so its irreducible representations are one-dimensional and $a=1$; the two-dimensional spin space of one electron consists of two copies of such a representation. For three particles, the two-dimensional irreducible representation has characters $2,0,-1$ on the classes of sizes $1,3,2$, with signs $1,-1,1$. Paired with itself it gives $(4+0+2)/6=1$; paired with the trivial representation, $(2+0-2)/6=0$.

## Representations, signs and twisted duals

Representations are homomorphisms into linear endomorphisms; no inner product or unitarity is assumed. `sgn` reads $\varepsilon(g)$ as a complex number.

In Lean 4 with Mathlib:

```lean
import Mathlib

open scoped TensorProduct
open Module (finrank)

noncomputable section

namespace SpatialSpinPairing

variable {G V W : Type*} [Group G]
  [AddCommGroup V] [Module ℂ V] [AddCommGroup W] [Module ℂ W]

/-- The sign homomorphism `ε`, read as a complex number. -/
def sgn (ε : G →* ℤˣ) : G →* ℂ :=
  (Int.castRingHom ℂ).toMonoidHom.comp ((Units.coeHom ℤ).comp ε)
```

`IsIrrep` excludes the zero space, and `IsEquiv` asks for an invertible intertwiner.

```lean
/-- A representation is irreducible if its space is nonzero and has no invariant subspace
other than zero and the whole space. -/
structure IsIrrep (ρ : G →* Module.End ℂ V) : Prop where
  nontrivial : Nontrivial V
  invariant : ∀ U : Submodule ℂ V, (∀ g, ∀ u ∈ U, ρ g u ∈ U) → U = ⊥ ∨ U = ⊤

/-- Two representations are isomorphic if an invertible linear map intertwines them. -/
def IsEquiv (ρ : G →* Module.End ℂ V) (σ : G →* Module.End ℂ W) : Prop :=
  ∃ e : V ≃ₗ[ℂ] W, ∀ g v, e (ρ g v) = σ g (e v)

/-- The character: the trace of the operator that represents `g`. -/
def character (ρ : G →* Module.End ℂ V) (g : G) : ℂ := LinearMap.trace ℂ V (ρ g)

/-- The sign squares to one. -/
theorem sgn_sq (ε : G →* ℤˣ) (g : G) : sgn ε g * sgn ε g = 1 := by
  change (((ε g : ℤˣ) : ℤ) : ℂ) * (((ε g : ℤˣ) : ℤ) : ℂ) = 1
  rcases Int.units_eq_one_or (ε g) with h | h <;> simp [h]
```

The twisted dual is constructed as an actual representation, so its multiplication law is proved here.

```lean
/-- The dual representation multiplied by the sign `ε`. -/
def twistedDual (ε : G →* ℤˣ) (ρ : G →* Module.End ℂ V) :
    G →* Module.End ℂ (Module.Dual ℂ V) where
  toFun g := sgn ε g • LinearMap.dualMap (ρ g⁻¹)
  map_one' := by
    refine LinearMap.ext fun f => LinearMap.ext fun v => ?_
    change sgn ε 1 * f (ρ 1⁻¹ v) = f v
    rw [inv_one, map_one, map_one, one_mul, Module.End.one_apply]
  map_mul' g h := by
    refine LinearMap.ext fun f => LinearMap.ext fun v => ?_
    change sgn ε (g * h) * f (ρ (g * h)⁻¹ v) = sgn ε g * (sgn ε h * f (ρ h⁻¹ (ρ g⁻¹ v)))
    rw [map_mul (sgn ε), mul_inv_rev, map_mul ρ, Module.End.mul_apply, mul_assoc]
```

A form is stored as a map `B` from `W` to the dual of `V`, so `B w v` is $B(w,v)$. The sign states form a subspace.

```lean
/-- A bilinear form on the two spaces that is multiplied by `ε g` when `g` acts on both. -/
def IsSignForm (ε : G →* ℤˣ) (ρ : G →* Module.End ℂ V) (σ : G →* Module.End ℂ W)
    (B : W →ₗ[ℂ] Module.Dual ℂ V) : Prop :=
  ∀ g v w, B (σ g w) (ρ g v) = sgn ε g * B w v

/-- The states of the product space that are multiplied by `ε g` when `g` acts on both factors. -/
def signStates (ε : G →* ℤˣ) (ρ : G →* Module.End ℂ V) (σ : G →* Module.End ℂ W) :
    Submodule ℂ (V ⊗[ℂ] W) where
  carrier := {t | ∀ g, TensorProduct.map (ρ g) (σ g) t = sgn ε g • t}
  add_mem' := by
    intro a b ha hb g
    rw [map_add, ha g, hb g, smul_add]
  zero_mem' := by
    intro g
    rw [map_zero, smul_zero]
  smul_mem' := by
    intro c a ha g
    rw [map_smul, ha g, smul_comm]
```

## Forms that transform by the sign

The first lemma shows that `B` and `B.flip` have zero kernels, then compares dimensions.

```lean
variable {ε : G →* ℤˣ} {ρ : G →* Module.End ℂ V} {σ : G →* Module.End ℂ W}

section Schur

variable [FiniteDimensional ℂ V] [FiniteDimensional ℂ W]

/-- Between finite-dimensional irreducible representations, a nonzero form that transforms by
the sign identifies one space with the dual of the other. -/
theorem signForm_bijective (hρ : IsIrrep ρ) (hσ : IsIrrep σ)
    {B : W →ₗ[ℂ] Module.Dual ℂ V} (hB : IsSignForm ε ρ σ B) (h0 : B ≠ 0) :
    Function.Bijective B := by
  -- both null spaces of the form are invariant, hence zero
  have h1 : LinearMap.ker B = ⊥ := by
    refine (hσ.invariant _ ?_).resolve_right fun h => h0 (LinearMap.ker_eq_top.mp h)
    intro g w hw
    rw [LinearMap.mem_ker] at hw ⊢
    refine LinearMap.ext fun v => ?_
    have hv : ρ g (ρ g⁻¹ v) = v := by
      rw [← Module.End.mul_apply, ← map_mul, mul_inv_cancel, map_one, Module.End.one_apply]
    have h := hB g (ρ g⁻¹ v) w
    rw [hv, hw] at h
    simpa using h
  have h2 : LinearMap.ker B.flip = ⊥ := by
    refine (hρ.invariant _ ?_).resolve_right fun h => h0 ?_
    · intro g v hv
      rw [LinearMap.mem_ker] at hv ⊢
      refine LinearMap.ext fun w => ?_
      have hw : σ g (σ g⁻¹ w) = w := by
        rw [← Module.End.mul_apply, ← map_mul, mul_inv_cancel, map_one, Module.End.one_apply]
      have h := hB g v (σ g⁻¹ w)
      have hz : B (σ g⁻¹ w) v = 0 := LinearMap.congr_fun hv (σ g⁻¹ w)
      rw [hw, hz, mul_zero] at h
      exact h
    · have hf := LinearMap.ker_eq_top.mp h
      exact LinearMap.ext fun w => LinearMap.ext fun v =>
        LinearMap.congr_fun (LinearMap.congr_fun hf v) w
  have i1 := LinearMap.ker_eq_bot.mp h1
  have d1 := LinearMap.finrank_le_finrank_of_injective i1
  have d2 := LinearMap.finrank_le_finrank_of_injective (LinearMap.ker_eq_bot.mp h2)
  have d : finrank ℂ W = finrank ℂ (Module.Dual ℂ V) :=
    le_antisymm d1 (le_of_eq_of_le Subspace.dual_finrank_eq
      (d2.trans (le_of_eq Subspace.dual_finrank_eq)))
  exact ⟨i1, (LinearMap.injective_iff_surjective_of_finrank_eq_finrank d).mp i1⟩
```

Next comes the eigenvalue argument, with `T` as $C^{-1}B$.

```lean
/-- Between finite-dimensional irreducible representations, every form that transforms by the
sign is a multiple of any nonzero one. -/
theorem signForm_unique (hρ : IsIrrep ρ) (hσ : IsIrrep σ)
    {B C : W →ₗ[ℂ] Module.Dual ℂ V} (hB : IsSignForm ε ρ σ B) (hC : IsSignForm ε ρ σ C)
    (h0 : C ≠ 0) : ∃ μ : ℂ, B = μ • C := by
  obtain ⟨e, he⟩ : ∃ e : W ≃ₗ[ℂ] Module.Dual ℂ V, ∀ w, e w = C w :=
    ⟨LinearEquiv.ofBijective C (signForm_bijective hρ hσ hC h0), fun _ => rfl⟩
  have := hσ.nontrivial
  -- an eigenvector of `C⁻¹ B` is a null vector of `B - μ C`
  let T : Module.End ℂ W := e.symm.toLinearMap ∘ₗ B
  obtain ⟨μ, hμ⟩ := Module.End.exists_eigenvalue T
  obtain ⟨w, hw⟩ := hμ.exists_hasEigenvector
  have hBw : B w = μ • C w := by
    have h := congrArg e hw.apply_eq_smul
    change e (e.symm (B w)) = e (μ • w) at h
    rwa [e.apply_symm_apply, map_smul, he] at h
  refine ⟨μ, by_contra fun hne => hw.2 ?_⟩
  have hD : IsSignForm ε ρ σ (B - μ • C) := by
    intro g v w
    simp only [LinearMap.sub_apply, LinearMap.smul_apply, smul_eq_mul, hB g v w, hC g v w]
    ring
  apply (signForm_bijective hρ hσ hD (sub_ne_zero.mpr hne)).injective
  rw [map_zero, LinearMap.sub_apply, LinearMap.smul_apply, hBw, sub_self]
```

The substitution $v\to\rho(g^{-1})v$ translates between forms and isomorphisms.

```lean
/-- For finite-dimensional irreducible representations, the second is isomorphic to the twisted
dual of the first exactly when a nonzero form transforms by the sign. -/
theorem isEquiv_twistedDual_iff (hρ : IsIrrep ρ) (hσ : IsIrrep σ) :
    IsEquiv σ (twistedDual ε ρ) ↔
      ∃ C : W →ₗ[ℂ] Module.Dual ℂ V, IsSignForm ε ρ σ C ∧ C ≠ 0 := by
  constructor
  · rintro ⟨e, he⟩
    refine ⟨e.toLinearMap, fun g v w => ?_, fun h => ?_⟩
    · have h := LinearMap.congr_fun (he g w) (ρ g v)
      change e (σ g w) (ρ g v) = sgn ε g * e w (ρ g⁻¹ (ρ g v)) at h
      rwa [← Module.End.mul_apply (ρ g⁻¹), ← map_mul ρ, inv_mul_cancel, map_one ρ,
        Module.End.one_apply] at h
    · have := hσ.nontrivial
      obtain ⟨w, hw⟩ := exists_ne (0 : W)
      exact hw (e.injective ((LinearMap.congr_fun h w).trans (map_zero e).symm))
  · rintro ⟨C, hC, h0⟩
    refine ⟨LinearEquiv.ofBijective C (signForm_bijective hρ hσ hC h0), fun g w =>
      LinearMap.ext fun v => ?_⟩
    change C (σ g w) v = sgn ε g * C w (ρ g⁻¹ v)
    have h := hC g (ρ g⁻¹ v) w
    rwa [← Module.End.mul_apply (ρ g), ← map_mul ρ, mul_inv_cancel, map_one ρ,
      Module.End.one_apply] at h
```

The twisted dual is itself irreducible. For an invariant subspace `U` of it, the common zeros of the functionals in `U` form an invariant subspace of $V$. If that is zero, `U` has full dimension; if it is $V$, `U` is zero.

```lean
/-- The twisted dual of a finite-dimensional irreducible representation is irreducible. -/
theorem twistedDual_isIrrep (ε : G →* ℤˣ) (hρ : IsIrrep ρ) : IsIrrep (twistedDual ε ρ) := by
  have := hρ.nontrivial
  refine ⟨Module.nontrivial_of_finrank_pos (R := ℂ)
    (lt_of_lt_of_eq Module.finrank_pos Subspace.dual_finrank_eq.symm), fun U hU => ?_⟩
  -- the vectors on which all functionals in `U` vanish form an invariant subspace
  let L : V →ₗ[ℂ] U →ₗ[ℂ] ℂ := LinearMap.flip U.subtype
  have hL : ∀ g, ∀ v ∈ LinearMap.ker L, ρ g v ∈ LinearMap.ker L := by
    intro g v hv
    rw [LinearMap.mem_ker] at hv ⊢
    refine LinearMap.ext fun f => ?_
    have h := LinearMap.congr_fun hv ⟨_, hU g⁻¹ f.1 f.2⟩
    change sgn ε g⁻¹ * f.1 (ρ g⁻¹⁻¹ v) = 0 at h
    rw [inv_inv] at h
    exact (mul_eq_zero.mp h).resolve_left (left_ne_zero_of_mul_eq_one (sgn_sq ε g⁻¹))
  rcases hρ.invariant _ hL with h | h
  · right
    have d := LinearMap.finrank_le_finrank_of_injective (LinearMap.ker_eq_bot.mp h)
    exact Submodule.eq_top_of_finrank_eq (le_antisymm (Submodule.finrank_le U)
      (le_of_eq_of_le Subspace.dual_finrank_eq (d.trans (le_of_eq Subspace.dual_finrank_eq))))
  · left
    refine (Submodule.eq_bot_iff U).mpr fun f hf => LinearMap.ext fun v => ?_
    exact LinearMap.congr_fun (LinearMap.congr_fun (LinearMap.ker_eq_top.mp h) v) ⟨f, hf⟩

end Schur
```

## The average as a dimension

`pairingNumber` is $a$ and `signProjector` is $P$.

```lean
variable [Fintype G]

/-- The group average of the sign times the two characters. -/
def pairingNumber (ε : G →* ℤˣ) (ρ : G →* Module.End ℂ V) (σ : G →* Module.End ℂ W) : ℂ :=
  (Fintype.card G : ℂ)⁻¹ * ∑ g, sgn ε g * character ρ g * character σ g

/-- The group average of the sign times the joint action on the product space. -/
def signProjector (ε : G →* ℤˣ) (ρ : G →* Module.End ℂ V) (σ : G →* Module.End ℂ W) :
    Module.End ℂ (V ⊗[ℂ] W) :=
  (Fintype.card G : ℂ)⁻¹ • ∑ g, sgn ε g • TensorProduct.map (ρ g) (σ g)
```

The relabellings are `Equiv.mulLeft g` and `Equiv.mulRight g`.

```lean
/-- Acting with `g` on both factors, before or after the signed average, only multiplies the
result by `ε g`. -/
theorem signProjector_map (g : G) (t : V ⊗[ℂ] W) :
    TensorProduct.map (ρ g) (σ g) (signProjector ε ρ σ t) = sgn ε g • signProjector ε ρ σ t ∧
    signProjector ε ρ σ (TensorProduct.map (ρ g) (σ g) t) = sgn ε g • signProjector ε ρ σ t := by
  have hT : ∀ a b : G, TensorProduct.map (ρ a) (σ a) (TensorProduct.map (ρ b) (σ b) t) =
      TensorProduct.map (ρ (a * b)) (σ (a * b)) t := by
    intro a b
    rw [map_mul ρ, map_mul σ]
    change _ = TensorProduct.map (ρ a ∘ₗ ρ b) (σ a ∘ₗ σ b) t
    rw [TensorProduct.map_comp]
    rfl
  constructor
  · simp only [signProjector, LinearMap.smul_apply, LinearMap.sum_apply, map_smul, map_sum, hT]
    rw [smul_comm (sgn ε g), Finset.smul_sum (r := sgn ε g)]
    congr 1
    refine Fintype.sum_equiv (Equiv.mulLeft g) _ _ fun h => ?_
    change _ = sgn ε g • sgn ε (g * h) • TensorProduct.map (ρ (g * h)) (σ (g * h)) t
    rw [map_mul (sgn ε), smul_smul, ← mul_assoc, sgn_sq, one_mul]
  · simp only [signProjector, LinearMap.smul_apply, LinearMap.sum_apply, hT]
    rw [smul_comm (sgn ε g), Finset.smul_sum (r := sgn ε g)]
    congr 1
    refine Fintype.sum_equiv (Equiv.mulRight g) _ _ fun h => ?_
    change _ = sgn ε g • sgn ε (h * g) • TensorProduct.map (ρ (h * g)) (σ (h * g)) t
    rw [map_mul (sgn ε), smul_smul, mul_left_comm, sgn_sq, mul_one]
```

The next theorem needs no irreducibility: $a$ is the number of independent sign states, and $P$ has exactly these as its range. `hP.trace` equates trace and dimension.

```lean
variable [FiniteDimensional ℂ V] [FiniteDimensional ℂ W]

/-- For finite-dimensional representations of a finite group, the signed character average is the
number of independent states that transform by the sign, and these states form the range of the
signed average operator. -/
theorem pairingNumber_eq_finrank (ε : G →* ℤˣ) (ρ : G →* Module.End ℂ V)
    (σ : G →* Module.End ℂ W) :
    pairingNumber ε ρ σ = finrank ℂ (signStates ε ρ σ) ∧
    LinearMap.range (signProjector ε ρ σ) = signStates ε ρ σ := by
  have hcard : (Fintype.card G : ℂ) ≠ 0 := Nat.cast_ne_zero.mpr Fintype.card_ne_zero
  have hmem : ∀ t, signProjector ε ρ σ t ∈ signStates ε ρ σ :=
    fun t g => (signProjector_map g t).1
  have hid : ∀ t ∈ signStates ε ρ σ, signProjector ε ρ σ t = t := by
    intro t ht
    have ht' : ∀ g, TensorProduct.map (ρ g) (σ g) t = sgn ε g • t := ht
    simp only [signProjector, LinearMap.smul_apply, LinearMap.sum_apply, ht', smul_smul, sgn_sq,
      one_smul, Finset.sum_const, Finset.card_univ]
    rw [← Nat.cast_smul_eq_nsmul ℂ, smul_smul, inv_mul_cancel₀ hcard, one_smul]
  constructor
  · -- the trace of a projector is its rank
    have hP : LinearMap.IsProj (signStates ε ρ σ) (signProjector ε ρ σ) := ⟨hmem, hid⟩
    rw [← hP.trace]
    simp only [pairingNumber, signProjector, character, map_smul, map_sum,
      LinearMap.trace_tensorProduct', smul_eq_mul, mul_assoc]
  · apply le_antisymm
    · rintro _ ⟨t, rfl⟩
      exact hmem t
    · exact fun t ht => ⟨t, hid t ht⟩
```

## One partner for each spatial symmetry

The main theorem replaces $P$ by its transpose, `dualMap`. In the isomorphic case `hspan` shows that the range is spanned by one functional; otherwise `hzero` makes the transpose vanish.

```lean
open scoped Classical in
/-- For finite-dimensional irreducible representations of a finite group, the average of the
sign times the two characters is one if the second representation is isomorphic to the twisted
dual of the first, and zero otherwise. -/
theorem pairingNumber_eq_ite (hρ : IsIrrep ρ) (hσ : IsIrrep σ) :
    pairingNumber ε ρ σ = if IsEquiv σ (twistedDual ε ρ) then 1 else 0 := by
  have hcard : (Fintype.card G : ℂ) ≠ 0 := Nat.cast_ne_zero.mpr Fintype.card_ne_zero
  obtain ⟨hnum, hrange⟩ := pairingNumber_eq_finrank ε ρ σ
  rw [hnum, ← hrange, ← LinearMap.finrank_range_dualMap_eq_finrank_range]
  -- a functional composed with the projector is a form that transforms by the sign
  have hform : ∀ F : Module.Dual ℂ (V ⊗[ℂ] W), IsSignForm ε ρ σ
      (TensorProduct.curry (F ∘ₗ signProjector ε ρ σ)).flip := by
    intro F g v w
    change F (signProjector ε ρ σ (ρ g v ⊗ₜ[ℂ] σ g w)) =
      sgn ε g * F (signProjector ε ρ σ (v ⊗ₜ[ℂ] w))
    have h := (signProjector_map (ε := ε) (ρ := ρ) (σ := σ) g (v ⊗ₜ[ℂ] w)).2
    rw [TensorProduct.map_tmul] at h
    rw [h, map_smul, smul_eq_mul]
  by_cases hiso : IsEquiv σ (twistedDual ε ρ)
  · obtain ⟨C, hC, hC0⟩ := (isEquiv_twistedDual_iff hρ hσ).mp hiso
    obtain ⟨F, hF⟩ : ∃ F : Module.Dual ℂ (V ⊗[ℂ] W), ∀ v w, F (v ⊗ₜ[ℂ] w) = C w v :=
      ⟨TensorProduct.lift C.flip, fun v w => by simp⟩
    have hF0 : F ≠ 0 := fun h => hC0 (LinearMap.ext fun w => LinearMap.ext fun v => by
      rw [← hF, h]; rfl)
    have hfix : F ∘ₗ signProjector ε ρ σ = F := by
      refine TensorProduct.ext' fun v w => ?_
      have hC' : ∀ g, C (σ g w) (ρ g v) = sgn ε g * C w v := fun g => hC g v w
      simp only [signProjector, LinearMap.comp_apply, LinearMap.smul_apply, LinearMap.sum_apply,
        map_smul, map_sum, TensorProduct.map_tmul, hF, hC', smul_eq_mul, ← mul_assoc, sgn_sq,
        one_mul, Finset.sum_const, Finset.card_univ, nsmul_eq_mul]
      rw [inv_mul_cancel₀ hcard, one_mul]
    have hspan : LinearMap.range (LinearMap.dualMap (signProjector ε ρ σ)) =
        Submodule.span ℂ {F} := by
      apply le_antisymm
      · rintro _ ⟨K, rfl⟩
        obtain ⟨μ, hμ⟩ := signForm_unique hρ hσ (hform K) hC hC0
        refine Submodule.mem_span_singleton.mpr ⟨μ, TensorProduct.ext' fun v w => ?_⟩
        rw [LinearMap.smul_apply, hF]
        exact (LinearMap.congr_fun (LinearMap.congr_fun hμ w) v).symm
      · exact (Submodule.span_singleton_le_iff_mem _ _).mpr ⟨F, hfix⟩
    rw [if_pos hiso, hspan, finrank_span_singleton hF0, Nat.cast_one]
  · have hzero : LinearMap.dualMap (signProjector ε ρ σ) = 0 := by
      refine LinearMap.ext fun F => TensorProduct.ext' fun v w => ?_
      have hz : (TensorProduct.curry (F ∘ₗ signProjector ε ρ σ)).flip = 0 :=
        by_contra fun hne => hiso ((isEquiv_twistedDual_iff hρ hσ).mpr ⟨_, hform F, hne⟩)
      exact LinearMap.congr_fun (LinearMap.congr_fun hz w) v
    rw [if_neg hiso, hzero, LinearMap.range_zero, finrank_bot, Nat.cast_zero]
```

Consequently the twisted dual is a partner of $\rho$, and any irreducible partner is isomorphic to it.

```lean
/-- An irreducible spatial symmetry of a finite group has pairing number one with its twisted
dual, and any irreducible spin symmetry with pairing number one is isomorphic to that dual;
both spaces are finite-dimensional. -/
theorem unique_spin_partner (ε : G →* ℤˣ) (hρ : IsIrrep ρ) :
    pairingNumber ε ρ (twistedDual ε ρ) = 1 ∧
    ∀ σ : G →* Module.End ℂ W, IsIrrep σ → pairingNumber ε ρ σ = 1 →
      IsEquiv σ (twistedDual ε ρ) := by
  classical
  constructor
  · rw [pairingNumber_eq_ite hρ (twistedDual_isIrrep ε hρ),
      if_pos ⟨LinearEquiv.refl ℂ _, fun _ _ => rfl⟩]
  · intro σ hσ h
    by_contra hne
    rw [pairingNumber_eq_ite hρ hσ, if_neg hne] at h
    exact zero_ne_one h
```

For permutations, $g$ and $g^{-1}$ have the same cycle type and are conjugate. Hence $\chi(g^{-1})=\chi(g)$, and the twisted dual has character $\varepsilon(g)\chi(g)$. The theorem holds for any finite-dimensional representation `τ`, irreducible or not.

```lean
omit [Fintype G] [FiniteDimensional ℂ W] in
/-- For permutations of `n` particles, the character of the twisted dual of a finite-dimensional
representation is the sign of the permutation times the original character. -/
theorem character_twistedDual_perm {n : ℕ} (τ : Equiv.Perm (Fin n) →* Module.End ℂ V)
    (g : Equiv.Perm (Fin n)) :
    character (twistedDual Equiv.Perm.sign τ) g = sgn Equiv.Perm.sign g * character τ g := by
  have htr : LinearMap.trace ℂ (Module.Dual ℂ V) (LinearMap.dualMap (τ g⁻¹)) =
      LinearMap.trace ℂ V (τ g⁻¹) := LinearMap.trace_transpose' _
  -- a permutation and its inverse have the same cycle type, so they are conjugate
  obtain ⟨c, hc⟩ := isConj_iff.mp
    (Equiv.Perm.isConj_iff_cycleType_eq.mpr (Equiv.Perm.cycleType_inv g).symm)
  have hinv : LinearMap.trace ℂ V (τ g⁻¹) = LinearMap.trace ℂ V (τ g) := by
    rw [← hc, map_mul τ, LinearMap.trace_mul_comm, ← map_mul τ, ← mul_assoc, inv_mul_cancel,
      one_mul]
  change LinearMap.trace ℂ (Module.Dual ℂ V)
    (sgn Equiv.Perm.sign g • LinearMap.dualMap (τ g⁻¹)) = _
  rw [map_smul, smul_eq_mul, htr, hinv]
  rfl

end SpatialSpinPairing
```

```lean
#print axioms SpatialSpinPairing.unique_spin_partner
-- 'SpatialSpinPairing.unique_spin_partner' depends on axioms: [propext, Classical.choice, Quot.sound]
#print axioms SpatialSpinPairing.character_twistedDual_perm
-- 'SpatialSpinPairing.character_twistedDual_perm' depends on axioms: [propext, Classical.choice, Quot.sound]
```

In electronic structure with a spin-independent Hamiltonian, this fixes the permutation symmetry that the spin functions must have when they are combined with spatial functions of a given irreducible symmetry. Whether that symmetry occurs among the states of $n$ spins one-half is a separate question, since $W$ here is an abstract representation.
